# Poole and Poole-Frenkel bounds for the barrier top between two Coulomb traps

## Where the single-trap formula fails

Take an electron bound to a charged trap, with potential energy −b/x at distance x, and let an electric field pull it away with force F. The energy −Fx − b/x has its top at x₀ = √(b/F), where it equals −2√(bF). This is the Poole-Frenkel barrier. As the field is reduced, x₀ moves outwards without limit. If a second trap sits at distance s, then x₀ eventually lies beyond it, and the formula describes a saddle that the electron never meets. At vanishing field it puts the barrier top at 0, whereas the top between two identical traps is at −4b/s. At low field, an activation energy computed this way from a fixed trap level is too large and has the wrong field dependence, √F instead of F.

## Two traps in a field

Put identical traps at 0 and s. Between them the electron has the energy

U(x) = −Fx − b/x − b/(s − x), 0 < x < s.

The constant b > 0 is the strength of the Coulomb attraction to one trap. For a trap of charge +q and an electron of charge −q in a medium of permittivity ε it is q²/(4πε). F > 0 is a force, the charge times the field. The field term is zero at the left trap.

Let Um be the maximum of U. If the trap level stays fixed on this energy scale, a change of Um is a change of the activation energy for escape over the barrier. In this classical one-dimensional model of two traps, the low-field slope of the activation energy therefore measures the trap distance. This is relevant to subthreshold conduction in amorphous phase-change materials.

## What is stated

For F, b, s > 0, the Poole bounds (`poole_law`) are

0 ≤ Um + Fs/2 + 4b/s ≤ F²s³/(64b).

If also x₀ = √(b/F) < s, the Poole-Frenkel bounds (`poole_frenkel_law`) are

−b/(s − x₀) ≤ Um + 2√(bF) < −b/s.

Two limits follow: (Um + 4b/s)/F → −s/2 as F → 0 from above (`poole_slope`), and Um → −2√(bF) as s → ∞ at fixed F (`frenkel_limit`).

In Lean, `barrier F b s x` is U(x) and `barrierTop F b s` is Um, defined as the supremum of U over the open interval `Ioo 0 s`. The theorem `barrierTop_isGreatest` shows that this supremum is a value that U takes. All quantities are real numbers in any consistent units. The filter `𝓝[>] 0` expresses the approach to zero field through positive values, and `atTop` expresses s → ∞.

The names Poole and Poole-Frenkel usually refer to laws for the current. The theorems bound only the barrier energy that would enter the exponent of such a law. Emission rates, tunnelling, screening, further traps and escape in three dimensions are not in the model.

## The maximum exists

At the midpoint both Coulomb terms equal −2b/s, so

U(s/2) = −C, with C = Fs/2 + 4b/s.

Let d = b/C. Since (s/4)C = Fs²/8 + b > b, we have d < s/4. If x < d, then b/x > C. The other two terms of U are negative, so U(x) < −C. The same holds if s − x < d. On the remaining closed interval [d, s − d] the energy is continuous and has a maximum. This interval contains s/2, so its maximum is at least −C and is the maximum over the whole gap.

## The Poole bounds

The lower bound is Um ≥ U(s/2). For the upper bound, let u = x − s/2, so that x(s − x) = s²/4 − u². Then

b/x + b/(s − x) = bs/(s²/4 − u²).

Subtracting 4b/s + 16bu²/s³ = (16b/s³)(s²/4 + u²) leaves

16bu⁴/(s³x(s − x)) ≥ 0.

The Coulomb part of the energy therefore never exceeds a downward parabola, which it touches at the midpoint:

U(x) ≤ −Fs/2 − 4b/s − Fu − 16bu²/s³.

Completing the square gives

F²s³/(64b) + Fu + 16bu²/s³ = (Fs³ + 32bu)²/(64bs³) ≥ 0,

so −Fu − 16bu²/s³ is at most F²s³/(64b). This holds for every x in the gap, and hence for the maximum.

Dividing the Poole bounds by F gives the slope:

−s/2 ≤ (Um + 4b/s)/F ≤ −s/2 + Fs³/(64b).

Both ends tend to −s/2 as F → 0.

## The Poole-Frenkel bounds

From

((Fx + b/x)/2)² − bF = ((Fx − b/x)/2)² ≥ 0

we get Fx + b/x ≥ 2√(bF). Since 0 < s − x < s, the second trap contributes b/(s − x) > b/s. Hence

U(x) < −2√(bF) − b/s

everywhere in the gap. The maximum is attained, so the strict inequality holds for Um too.

For the lower bound, evaluate U at x₀, which lies in the gap by hypothesis. From Fx₀² = b it follows that b/x₀ = Fx₀ = √(bF), and so

Um ≥ U(x₀) = −2√(bF) − b/(s − x₀).

As s → ∞, both b/s and b/(s − x₀) tend to 0, which gives the second limit.

## Numbers for b = 1 and s = 4

In these units the Poole correction F²s³/(64b) is simply F².

At F = 1/64 the single-trap saddle is at x₀ = 8, beyond the second trap. The Poole bounds give

−1.03125 ≤ Um ≤ −1.03125 + 1/4096,

which fixes Um to within 0.00025. The single-trap formula gives −0.25.

At F = 1 the saddle is at x₀ = 1, inside the gap. The Poole bounds give only −3 ≤ Um ≤ −2, while the Poole-Frenkel bounds give

−7/3 ≤ Um < −9/4.

## The Lean file

```lean
import Mathlib

open Set Filter Topology

namespace TwoTrapBarrier

noncomputable section

/-- Energy of an electron at position `x` between two Coulomb traps at `0` and `s`, with
Coulomb strength `b`, in a field that exerts the force `F`. -/
def barrier (F b s x : ℝ) : ℝ := -F * x - b / x - b / (s - x)

/-- The top of the barrier: the supremum of the energy between the two traps. -/
def barrierTop (F b s : ℝ) : ℝ := sSup (barrier F b s '' Ioo 0 s)

/-- The energy halfway between the traps. -/
theorem barrier_midpoint {F b s : ℝ} (hs : 0 < s) :
    barrier F b s (s / 2) = -(F * s / 2) - 4 * b / s := by
  have h : s - s / 2 = s / 2 := by ring
  unfold barrier
  rw [h]
  field_simp
  ring

/-- The energy between the traps attains its maximum, and `barrierTop` is that maximum. -/
theorem barrierTop_isGreatest {F b s : ℝ} (hF : 0 < F) (hb : 0 < b) (hs : 0 < s) :
    IsGreatest (barrier F b s '' Ioo 0 s) (barrierTop F b s) := by
  obtain ⟨C, hCdef⟩ : ∃ C, C = F * s / 2 + 4 * b / s := ⟨_, rfl⟩
  have hC : 0 < C := by rw [hCdef]; positivity
  have hmid : barrier F b s (s / 2) = -C := by
    rw [barrier_midpoint hs, hCdef]; ring
  have hd : 0 < b / C := by positivity
  have hds : b / C ≤ s / 4 := by
    rw [div_le_iff₀ hC, hCdef]
    have e : s / 4 * (F * s / 2 + 4 * b / s) = F * s ^ 2 / 8 + b := by
      field_simp
      ring
    have : 0 < F * s ^ 2 / 8 := by positivity
    linarith
  -- away from the traps the energy is continuous on a compact interval
  have hcont : ContinuousOn (barrier F b s) (Icc (b / C) (s - b / C)) := by
    intro x hx
    have h1 : x ≠ 0 := ne_of_gt (lt_of_lt_of_le hd hx.1)
    have h2 : s - x ≠ 0 := by
      have : 0 < s - x := by linarith [hx.2]
      exact ne_of_gt this
    have h3 : ContinuousAt (fun y : ℝ => -F * y - b / y - b / (s - y)) x := by
      fun_prop (disch := assumption)
    exact h3.continuousWithinAt
  have hmem : s / 2 ∈ Icc (b / C) (s - b / C) := ⟨by linarith, by linarith⟩
  obtain ⟨m, hm, hmax⟩ := isCompact_Icc.exists_isMaxOn ⟨_, hmem⟩ hcont
  have hmidle : barrier F b s (s / 2) ≤ barrier F b s m := hmax hmem
  have hgreat : IsGreatest (barrier F b s '' Ioo 0 s) (barrier F b s m) := by
    refine ⟨⟨m, ⟨by linarith [hm.1], by linarith [hm.2]⟩, rfl⟩, ?_⟩
    rintro _ ⟨x, ⟨hx0, hxs⟩, rfl⟩
    have hsx : 0 < s - x := by linarith
    have p1 : 0 < F * x := by positivity
    have p2 : 0 < b / x := by positivity
    have p3 : 0 < b / (s - x) := by positivity
    -- close to either trap the energy is below its midpoint value
    rcases lt_or_ge x (b / C) with h | h
    · have h1 : x * C < b := (lt_div_iff₀ hC).mp h
      have h2 : C < b / x := by
        rw [lt_div_iff₀ hx0]; linarith
      refine le_trans ?_ hmidle
      rw [hmid]
      unfold barrier
      linarith
    · rcases lt_or_ge (s - x) (b / C) with h' | h'
      · have h1 : (s - x) * C < b := (lt_div_iff₀ hC).mp h'
        have h2 : C < b / (s - x) := by
          rw [lt_div_iff₀ hsx]; linarith
        refine le_trans ?_ hmidle
        rw [hmid]
        unfold barrier
        linarith
      · have hxm : x ∈ Icc (b / C) (s - b / C) := ⟨h, by linarith⟩
        exact hmax hxm
  unfold barrierTop
  rw [hgreat.csSup_eq]
  exact hgreat

/-- Everywhere between the traps the energy exceeds its midpoint value by at most
`F² s³ / (64 b)`. -/
theorem barrier_le_poole {F b s x : ℝ} (hb : 0 < b) (hx : 0 < x) (hxs : x < s) :
    barrier F b s x ≤ -(F * s / 2) - 4 * b / s + F ^ 2 * s ^ 3 / (64 * b) := by
  have hs : 0 < s := hx.trans hxs
  have hsx : 0 < s - x := by linarith
  have hne : s - x ≠ 0 := ne_of_gt hsx
  -- `b / x + b / (s - x)` is a parabola around the midpoint plus a quartic remainder
  have e1 : b / x + b / (s - x) - (4 * b / s + 16 * b * (x - s / 2) ^ 2 / s ^ 3)
      = 16 * b * (x - s / 2) ^ 4 / (s ^ 3 * (x * (s - x))) := by
    field_simp
    ring
  have p1 : 0 ≤ 16 * b * (x - s / 2) ^ 4 / (s ^ 3 * (x * (s - x))) := by positivity
  -- completing the square in the displacement from the midpoint
  have e2 : F ^ 2 * s ^ 3 / (64 * b) + F * (x - s / 2) + 16 * b * (x - s / 2) ^ 2 / s ^ 3
      = (F * s ^ 3 + 32 * b * (x - s / 2)) ^ 2 / (64 * b * s ^ 3) := by
    field_simp
    ring
  have p2 : 0 ≤ (F * s ^ 3 + 32 * b * (x - s / 2)) ^ 2 / (64 * b * s ^ 3) := by positivity
  unfold barrier
  linarith

/-- Everywhere between the traps the energy is below the single-trap value `-2 √(b F)` by
more than `b / s`. -/
theorem barrier_lt_frenkel {F b s x : ℝ} (hF : 0 < F) (hb : 0 < b) (hx : 0 < x)
    (hxs : x < s) : barrier F b s x < -(2 * √(b * F)) - b / s := by
  have h1 : √(b * F) ≤ (F * x + b / x) / 2 := by
    refine Real.sqrt_le_iff.mpr ⟨by positivity, ?_⟩
    have e : ((F * x + b / x) / 2) ^ 2 - b * F = ((F * x - b / x) / 2) ^ 2 := by
      field_simp
      ring
    linarith [sq_nonneg ((F * x - b / x) / 2)]
  have h2 : b / s < b / (s - x) := by
    apply div_lt_div_of_pos_left hb <;> linarith
  unfold barrier
  linarith

/-- The barrier top is `-4b/s - F s/2`, up to a non-negative correction of at most `F² s³ / (64 b)`.
-/
theorem poole_law {F b s : ℝ} (hF : 0 < F) (hb : 0 < b) (hs : 0 < s) :
    0 ≤ barrierTop F b s + F * s / 2 + 4 * b / s ∧
      barrierTop F b s + F * s / 2 + 4 * b / s ≤ F ^ 2 * s ^ 3 / (64 * b) := by
  have hg := barrierTop_isGreatest hF hb hs
  constructor
  · have h := hg.2 ⟨s / 2, ⟨by linarith, by linarith⟩, rfl⟩
    rw [barrier_midpoint hs] at h
    linarith
  · obtain ⟨x, hx, hxe⟩ := hg.1
    have h := barrier_le_poole (F := F) hb hx.1 hx.2
    rw [hxe] at h
    linarith

/-- If the single-trap saddle `x₀ = √(b/F)` lies before the second trap, the barrier top is `-2 √(b
F)` lowered by more than `b/s` and at most `b/(s - x₀)`. -/
theorem poole_frenkel_law {F b s : ℝ} (hF : 0 < F) (hb : 0 < b) (hs : √(b / F) < s) :
    -(b / (s - √(b / F))) ≤ barrierTop F b s + 2 * √(b * F) ∧
      barrierTop F b s + 2 * √(b * F) < -(b / s) := by
  have hr : 0 < √(b / F) := Real.sqrt_pos.mpr (by positivity)
  have hg := barrierTop_isGreatest hF hb (hr.trans hs)
  constructor
  · have h := hg.2 ⟨√(b / F), ⟨hr, hs⟩, rfl⟩
    -- at the saddle the field term and the Coulomb term are equal
    have hsq : F * √(b / F) ^ 2 = b := by
      rw [Real.sq_sqrt (by positivity)]
      field_simp
    have e1 : b / √(b / F) = F * √(b / F) := by
      rw [div_eq_iff (ne_of_gt hr)]
      linarith
    have e2 : √(b * F) = F * √(b / F) := by
      have e3 : b * F = (F * √(b / F)) ^ 2 := by
        linear_combination (-F) * hsq
      rw [e3, Real.sqrt_sq (by positivity)]
    unfold barrier at h
    rw [e1] at h
    rw [e2]
    linarith
  · obtain ⟨x, hx, hxe⟩ := hg.1
    have h := barrier_lt_frenkel hF hb hx.1 hx.2
    rw [hxe] at h
    linarith

/-- As the force `F` tends to zero through positive values, the difference between the barrier top
and `-4b/s`, divided by `F`, tends to `-s/2`. -/
theorem poole_slope {b s : ℝ} (hb : 0 < b) (hs : 0 < s) :
    Tendsto (fun F => (barrierTop F b s + 4 * b / s) / F) (𝓝[>] 0) (𝓝 (-(s / 2))) := by
  have hc : Continuous (fun F : ℝ => -(s / 2) + F * (s ^ 3 / (64 * b))) := by fun_prop
  have hup : Tendsto (fun F : ℝ => -(s / 2) + F * (s ^ 3 / (64 * b))) (𝓝[>] 0)
      (𝓝 (-(s / 2))) := (hc.tendsto' 0 _ (by simp)).mono_left nhdsWithin_le_nhds
  refine tendsto_of_tendsto_of_tendsto_of_le_of_le' tendsto_const_nhds hup ?_ ?_
  · filter_upwards [self_mem_nhdsWithin] with F hF
    have hF' : 0 < F := hF
    rw [le_div_iff₀ hF']
    linarith [(poole_law hF' hb hs).1]
  · filter_upwards [self_mem_nhdsWithin] with F hF
    have hF' : 0 < F := hF
    rw [div_le_iff₀ hF']
    have e : F ^ 2 * s ^ 3 / (64 * b) = F * (s ^ 3 / (64 * b)) * F := by ring
    linarith [(poole_law hF' hb hs).2]

/-- As the traps move infinitely far apart at fixed field, the barrier top tends to
`-2 √(b F)`. -/
theorem frenkel_limit {F b : ℝ} (hF : 0 < F) (hb : 0 < b) :
    Tendsto (fun s => barrierTop F b s) atTop (𝓝 (-(2 * √(b * F)))) := by
  have h1 : Tendsto (fun s : ℝ => s - √(b / F)) atTop atTop :=
    (tendsto_atTop_add_const_right atTop (-√(b / F)) tendsto_id).congr
      (fun t => by simp [sub_eq_add_neg])
  have h0 : Tendsto (fun s : ℝ => b / (s - √(b / F))) atTop (𝓝 0) :=
    Tendsto.div_atTop tendsto_const_nhds h1
  have hlow : Tendsto (fun s : ℝ => -(2 * √(b * F)) - b / (s - √(b / F))) atTop
      (𝓝 (-(2 * √(b * F)))) := by
    have h := (tendsto_const_nhds (x := -(2 * √(b * F)))).sub h0
    rwa [sub_zero] at h
  refine tendsto_of_tendsto_of_tendsto_of_le_of_le' hlow tendsto_const_nhds ?_ ?_
  · filter_upwards [eventually_gt_atTop (√(b / F))] with s hs
    linarith [(poole_frenkel_law hF hb hs).1]
  · filter_upwards [eventually_gt_atTop (√(b / F))] with s hs
    have hs0 : 0 < s := lt_of_le_of_lt (Real.sqrt_nonneg _) hs
    have hp : 0 < b / s := by positivity
    linarith [(poole_frenkel_law hF hb hs).2]

end

end TwoTrapBarrier
```

```lean
#print axioms TwoTrapBarrier.barrierTop_isGreatest
-- 'TwoTrapBarrier.barrierTop_isGreatest' depends on axioms: [propext, Classical.choice, Quot.sound]
#print axioms TwoTrapBarrier.poole_slope
-- 'TwoTrapBarrier.poole_slope' depends on axioms: [propext, Classical.choice, Quot.sound]
#print axioms TwoTrapBarrier.frenkel_limit
-- 'TwoTrapBarrier.frenkel_limit' depends on axioms: [propext, Classical.choice, Quot.sound]
```

## How the proof follows the derivation

`barrier_midpoint` computes U(s/2). `barrierTop_isGreatest` then carries out the existence argument with the same C and with d written as `b / C`. The compact interval supplies a maximiser `m` through `isCompact_Icc.exists_isMaxOn`. The two `rcases lt_or_ge` splits separate the points near the left trap, those near the right trap and those in the middle. Finally, `hgreat.csSup_eq` identifies the supremum with the value at `m`.

`barrier_le_poole` is the upper Poole estimate at a single point x. Its identity `e1` is the quartic remainder above the parabola, and `e2` is the completed square. In both cases `field_simp` clears the denominators and `ring` checks the polynomial identity. `positivity` gives the two signs, and `linarith` adds the pieces.

`barrier_lt_frenkel` is the pointwise Poole-Frenkel estimate. `h1` is the arithmetic-geometric mean inequality, obtained from the difference of squares, and `h2` compares the contribution of the second trap with b/s. It does not need x₀ < s. In `poole_frenkel_law` that hypothesis supplies s > 0, and the lower bound also needs it so that U can be evaluated at x₀ inside the gap.

The two laws use both halves of the statement that Um is a greatest element. `hg.2` says that no energy in the gap exceeds Um, and it gives the lower bounds at s/2 and at x₀. `hg.1` produces a point where U equals Um, and the pointwise estimates are applied there. This is how the strict sign survives in `poole_frenkel_law`. The equalities at the saddle are `e1` and `e2` of that proof, both derived from `hsq`, which is Fx₀² = b.

`poole_slope` and `frenkel_limit` are squeeze arguments. Each first proves the limit of the bounding function that is not constant, and then uses `filter_upwards` to restrict attention to F > 0 or to s > x₀, where the bounds apply.

## Um as a given maximum

The barrier top could also have entered as a real number Um with the hypothesis that it is the greatest value of U on the gap. The two laws would then follow from the pointwise estimates and the values of U at s/2 and x₀, without the compactness argument. They would, however, leave open whether such a number exists, and the limits would need a choice of Um for each F or s. Defining `barrierTop` as a supremum makes it a function of the parameters from the start, at the price of proving that the maximum is attained.
